# Kramers degeneracy for an antiunitary time reversal with $T^2=-1$

Time reversal has to be fixed as a mathematical object before the degeneracy can be stated. Here it is not built from spin matrices. It is any additive map $T$ on a complex inner-product space $V$ with

$$T(cv)=\bar c\,Tv,\qquad \langle Tu,Tv\rangle=\langle v,u\rangle,\qquad T^2=-1$$

for all $u,v\in V$ and $c\in\mathbb C$, the inner product being conjugate-linear in its first slot. The condition $T^2=-1$ is postulated and stands for half-integer total angular momentum, as for an odd number of electrons. The Hamiltonian $H$ is linear, symmetric, $\langle Hu,v\rangle=\langle u,Hv\rangle$, and obeys $TH=HT$, which stands for the absence of an external magnetic field.

## The partner state $Tv$

Under these hypotheses, if $Hv=\mu v$ with $v\neq0$, then $Tv$ is nonzero, orthogonal to $v$, and satisfies $H\,Tv=\mu\,Tv$.

Antiunitarity for the pair $(Tv,v)$ gives $\langle T^2v,Tv\rangle=\langle v,Tv\rangle$. The left side is $-\langle v,Tv\rangle$, so $\langle v,Tv\rangle=0$ for every $v$. For the pair $(v,v)$ it gives $\|Tv\|=\|v\|$, so $Tv\neq0$. Symmetry gives $\bar\mu\langle v,v\rangle=\langle Hv,v\rangle=\langle v,Hv\rangle=\mu\langle v,v\rangle$, so $\mu$ is real, and

$$H\,Tv=T\,Hv=T(\mu v)=\bar\mu\,Tv=\mu\,Tv .$$

If $sv+t\,Tv=0$ for complex $s,t$, the inner product with $v$ leaves $s\langle v,v\rangle=0$. Then $s=0$, and $t=0$ follows from $Tv\neq0$, so the eigenspace contains two independent vectors.

For a symmetric time-even operator $W$, meaning $TW=WT$,

$$-\langle v,WTv\rangle=\langle T^2v,TWv\rangle=\langle Wv,Tv\rangle=\langle v,WTv\rangle,$$
$$\langle Tv,WTv\rangle=\langle Tv,TWv\rangle=\langle Wv,v\rangle=\langle v,Wv\rangle,$$

so the element between $v$ and $Tv$ vanishes and the diagonal elements agree. For a symmetric time-odd $M$, meaning $TM=-MT$, the second line changes sign: $-\langle Tv,MTv\rangle=\langle Tv,TMv\rangle=\langle v,Mv\rangle$.

An electrostatic crystal field and spin-orbit coupling are time-even, so in a finite model space closed under $T$ they leave every level of an odd-electron ion at least twofold degenerate.

## Time reversal as a semilinear map

In Lean 4 with Mathlib:

```lean
import Mathlib

open scoped InnerProductSpace
open ComplexConjugate Module

namespace KramersDegeneracy

noncomputable section

variable {V : Type*} [NormedAddCommGroup V] [InnerProductSpace ℂ V]
```

The space `V` may be infinite-dimensional and need not be complete.

```lean
/-- Time reversal for half-integer spin: a conjugate-linear map that is antiunitary,
`⟪Tu, Tv⟫ = ⟪v, u⟫`, and squares to `-1`. -/
structure IsKramersReversal (T : V →ₛₗ[starRingEnd ℂ] V) : Prop where
  antiunitary : ∀ u v, ⟪T u, T v⟫_ℂ = ⟪v, u⟫_ℂ
  sq_eq_neg : ∀ v, T (T v) = -v
```

The type `V →ₛₗ[starRingEnd ℂ] V` carries additivity and $T(cv)=\bar c\,Tv$. The fields `antiunitary` and `sq_eq_neg` are the other two conditions.

```lean
/-- Every state is orthogonal to its time-reversed partner. -/
theorem inner_reversed_eq_zero {T : V →ₛₗ[starRingEnd ℂ] V} (hT : IsKramersReversal T)
    (v : V) : ⟪v, T v⟫_ℂ = 0 := by
  -- ⟪T²v, Tv⟫ equals both ⟪v, Tv⟫ and -⟪v, Tv⟫
  have h := hT.antiunitary (T v) v
  rw [hT.sq_eq_neg, inner_neg_left] at h
  linear_combination (-1 / 2 : ℂ) * h
```

After the rewrites `h` reads $-\langle v,Tv\rangle=\langle v,Tv\rangle$, and `linear_combination` solves it.

```lean
/-- The time-reversed partner has the same norm as the original state. -/
theorem norm_reversed {T : V →ₛₗ[starRingEnd ℂ] V} (hT : IsKramersReversal T) (v : V) :
    ‖T v‖ = ‖v‖ := by
  rw [@norm_eq_sqrt_re_inner ℂ, @norm_eq_sqrt_re_inner ℂ _ _ _ _ v, hT.antiunitary]
```

Both norms are written as the square root of the real part of an inner product, and antiunitarity identifies the two.

```lean
/-- A nonzero state and its time-reversed partner are linearly independent over `ℂ`. -/
theorem linearIndependent_pair {T : V →ₛₗ[starRingEnd ℂ] V} (hT : IsKramersReversal T)
    {v : V} (hv : v ≠ 0) : LinearIndependent ℂ ![v, T v] := by
  have hTv : T v ≠ 0 := by
    rw [← norm_ne_zero_iff, norm_reversed hT, norm_ne_zero_iff]
    exact hv
  rw [LinearIndependent.pair_iff]
  intro s t hst
  -- project the relation onto v
  have h1 : ⟪v, s • v + t • T v⟫_ℂ = 0 := by rw [hst, inner_zero_right]
  rw [inner_add_right, inner_smul_right, inner_smul_right, inner_reversed_eq_zero hT,
    mul_zero, add_zero] at h1
  have hs : s = 0 := (mul_eq_zero.mp h1).resolve_right (fun h => hv (inner_self_eq_zero.mp h))
  rw [hs, zero_smul, zero_add] at hst
  exact ⟨hs, (smul_eq_zero.mp hst).resolve_right hTv⟩
```

`LinearIndependent.pair_iff` reduces the claim to the relation $sv+t\,Tv=0$, and `h1` is its projection on $v$.

## Degeneracy of eigenvalues

```lean
/-- Kramers' theorem: if a symmetric Hamiltonian commutes with time reversal and `v` is an
eigenvector with eigenvalue `μ`, then `Tv` is a (nonzero) eigenvector with the same
eigenvalue and is orthogonal to `v`. -/
theorem kramers_degeneracy {T : V →ₛₗ[starRingEnd ℂ] V} (hT : IsKramersReversal T)
    {H : V →ₗ[ℂ] V} (hH : H.IsSymmetric) (hTH : ∀ x, T (H x) = H (T x))
    {μ : ℂ} {v : V} (hv : End.HasEigenvector H μ v) :
    End.HasEigenvector H μ (T v) ∧ ⟪v, T v⟫_ℂ = 0 := by
  have hv0 : v ≠ 0 := hv.2
  have hHv : H v = μ • v := hv.apply_eq_smul
  -- the eigenvalue is real
  have hreal : conj μ = μ := by
    have h := hH v v
    rw [hHv, inner_smul_left, inner_smul_right] at h
    exact mul_right_cancel₀ (fun h0 => hv0 (inner_self_eq_zero.mp h0)) h
  refine ⟨⟨?_, ?_⟩, inner_reversed_eq_zero hT v⟩
  · -- H(Tv) = T(μ v) = conj μ • Tv
    rw [End.mem_eigenspace_iff, ← hTH, hHv, LinearMap.map_smulₛₗ, hreal]
  · rw [← norm_ne_zero_iff, norm_reversed hT, norm_ne_zero_iff]
    exact hv0
```

`End.HasEigenvector H μ v` means $Hv=\mu v$ together with $v\neq0$, so the conclusion includes $Tv\neq0$. The eigenvalue is taken complex, and `hreal` derives its reality. `LinearMap.map_smulₛₗ` pulls $\mu$ through $T$ as $\bar\mu$. The operator $H$ is defined on all of $V$, so an unbounded Hamiltonian has to be restricted to a domain invariant under $H$ and $T$, and continuous spectrum is not addressed.

```lean
/-- In finite dimension, the eigenspace of every eigenvalue of a symmetric Hamiltonian
commuting with time reversal has dimension at least two. -/
theorem two_le_finrank_eigenspace [FiniteDimensional ℂ V] {T : V →ₛₗ[starRingEnd ℂ] V}
    (hT : IsKramersReversal T) {H : V →ₗ[ℂ] V} (hH : H.IsSymmetric)
    (hTH : ∀ x, T (H x) = H (T x)) {μ : ℂ} (hμ : End.HasEigenvalue H μ) :
    2 ≤ finrank ℂ (End.eigenspace H μ) := by
  obtain ⟨v, hv⟩ := hμ.exists_hasEigenvector
  have hw := (kramers_degeneracy hT hH hTH hv).1
  have hli : LinearIndependent ℂ
      (![⟨v, hv.1⟩, ⟨T v, hw.1⟩] : Fin 2 → End.eigenspace H μ) := by
    rw [LinearIndependent.pair_iff]
    intro s t hst
    have h := congrArg Subtype.val hst
    exact LinearIndependent.pair_iff.mp (linearIndependent_pair hT hv.2) s t h
  simpa using hli.fintype_card_le_finrank
```

The vectors $v$ and $Tv$ are placed inside the eigenspace, their independence is inherited from $V$, and two independent vectors bound the dimension from below. Finite dimension is assumed here because `finrank` is zero on an infinite-dimensional space. Kramers' theorem is often quoted as even degeneracy. The bound proved is $2\le\dim$, which by itself does not rule out a threefold level.

## Time-even and time-odd operators

```lean
/-- A symmetric time-even operator has no matrix element between `v` and `Tv`, and has
equal diagonal elements in `v` and `Tv`. -/
theorem even_operator_elements {T : V →ₛₗ[starRingEnd ℂ] V} (hT : IsKramersReversal T)
    {W : V →ₗ[ℂ] V} (hW : W.IsSymmetric) (hTW : ∀ x, T (W x) = W (T x)) (v : V) :
    ⟪v, W (T v)⟫_ℂ = 0 ∧ ⟪T v, W (T v)⟫_ℂ = ⟪v, W v⟫_ℂ := by
  constructor
  · -- ⟪T²v, T W v⟫ = ⟪W v, Tv⟫ = ⟪v, W Tv⟫, while the left side is -⟪v, W Tv⟫
    have h := hT.antiunitary (T v) (W v)
    rw [hT.sq_eq_neg, inner_neg_left, hTW, hW] at h
    linear_combination (-1 / 2 : ℂ) * h
  · rw [← hTW, hT.antiunitary, hW]
```

The vector $v$ is arbitrary, not necessarily an eigenvector or normalised, and the rewrites follow the two displayed chains. For normalised $v$, symmetry also makes $\langle Tv,Wv\rangle$ vanish, so the $2\times2$ matrix of $W$ in the orthonormal pair $v,Tv$ (the projection of $W$ onto their span, which $W$ need not preserve) is a multiple of the identity and an exactly twofold level of $H$ spanned by $v$ and $Tv$ is not split at first order. In finite dimension no higher order splits it either, because $H+W$ is again symmetric and commutes with $T$.

```lean
/-- A symmetric time-odd operator has opposite diagonal elements in `v` and `Tv`. -/
theorem odd_operator_elements {T : V →ₛₗ[starRingEnd ℂ] V} (hT : IsKramersReversal T)
    {M : V →ₗ[ℂ] V} (hM : M.IsSymmetric) (hTM : ∀ x, T (M x) = -M (T x)) (v : V) :
    ⟪T v, M (T v)⟫_ℂ = -⟪v, M v⟫_ℂ := by
  have h := hT.antiunitary v (M v)
  rw [hTM, inner_neg_right, hM] at h
  linear_combination -h
```

A Zeeman term is such an $M$. The statement concerns diagonal elements only, and $\langle v,MTv\rangle$ is left unconstrained.

## Two doublets in $\mathbb C^4$

The low-dimensional observations and the numbers below are read off or computed directly, without a theorem of their own. In dimension one no such $T$ exists, since $v$ and $Tv$ would be independent. In dimension two an eigenspace fills all of $V$, so $H$ is a multiple of the identity. An example with two distinct levels is therefore built on $\mathbb C^4$, with components $x_0,\dots,x_3$.

```lean
/-- Spin-1/2 time reversal `(a, b) ↦ (-conj b, conj a)` acting on each of two
two-component blocks of `ℂ⁴`. -/
def twoDoubletReversal :
    EuclideanSpace ℂ (Fin 4) →ₛₗ[starRingEnd ℂ] EuclideanSpace ℂ (Fin 4) where
  toFun x := !₂[-conj (x 1), conj (x 0), -conj (x 3), conj (x 2)]
  map_add' x y := by
    ext i
    fin_cases i <;> simp <;> ring
  map_smul' c x := by
    ext i
    fin_cases i <;> simp
```

This is $T(x_0,x_1,x_2,x_3)=(-\bar x_1,\bar x_0,-\bar x_3,\bar x_2)$, the spin-$\tfrac12$ reversal on each block.

```lean
/-- The diagonal Hamiltonian `diag(1, 1, -1, -1)` on `ℂ⁴`. -/
def twoDoubletHamiltonian : EuclideanSpace ℂ (Fin 4) →ₗ[ℂ] EuclideanSpace ℂ (Fin 4) where
  toFun x := !₂[x 0, x 1, -x 2, -x 3]
  map_add' x y := by
    ext i
    fin_cases i <;> simp <;> ring
  map_smul' c x := by
    ext i
    fin_cases i <;> simp
```

The Hamiltonian is $\operatorname{diag}(1,1,-1,-1)$. The vector $v=\tfrac15(3,4i,0,0)$ has norm one and eigenvalue $1$. Its partner $Tv=\tfrac15(4i,3,0,0)$ has the same eigenvalue, and $\langle v,Tv\rangle=\tfrac1{25}(12i-12i)=0$. For the time-odd $M=\operatorname{diag}(1,-1,1,-1)$ one finds $\langle v,Mv\rangle=\tfrac{9-16}{25}=-\tfrac7{25}$ and $\langle Tv,MTv\rangle=+\tfrac7{25}$.

The last theorem verifies every hypothesis of `kramers_degeneracy` for this $T$ and $H$, either componentwise with `fin_cases` or by expanding the inner product into four terms, while each eigenvector is shown nonzero by reading off a single component. The unit eigenvectors $(1,0,0,0)$ and $(0,0,1,0)$, with eigenvalues $1$ and $-1$, show that this $H$ is not scalar.

```lean
/-- The blockwise spin-1/2 reversal on `ℂ⁴` is a Kramers reversal commuting with the
symmetric Hamiltonian `diag(1, 1, -1, -1)`, which has eigenvectors for `1` and `-1`. -/
theorem kramers_witness :
    IsKramersReversal twoDoubletReversal ∧ twoDoubletHamiltonian.IsSymmetric ∧
    (∀ x, twoDoubletReversal (twoDoubletHamiltonian x) =
      twoDoubletHamiltonian (twoDoubletReversal x)) ∧
    End.HasEigenvector twoDoubletHamiltonian 1 !₂[1, 0, 0, 0] ∧
    End.HasEigenvector twoDoubletHamiltonian (-1) !₂[0, 0, 1, 0] := by
  refine ⟨⟨fun u v => ?_, fun v => ?_⟩, fun u v => ?_, fun x => ?_, ⟨?_, ?_⟩, ⟨?_, ?_⟩⟩
  · simp [twoDoubletReversal, PiLp.inner_apply, Fin.sum_univ_four]
    ring
  · ext i
    fin_cases i <;> simp [twoDoubletReversal]
  · simp [twoDoubletHamiltonian, PiLp.inner_apply, Fin.sum_univ_four]
  · ext i
    fin_cases i <;> simp [twoDoubletReversal, twoDoubletHamiltonian]
  · rw [End.mem_eigenspace_iff]
    ext i
    fin_cases i <;> simp [twoDoubletHamiltonian]
  · intro h
    have h0 := congrArg (fun x : EuclideanSpace ℂ (Fin 4) => x 0) h
    simp at h0
  · rw [End.mem_eigenspace_iff]
    ext i
    fin_cases i <;> simp [twoDoubletHamiltonian]
  · intro h
    have h0 := congrArg (fun x : EuclideanSpace ℂ (Fin 4) => x 2) h
    simp at h0

end

end KramersDegeneracy
```

```lean
#print axioms KramersDegeneracy.kramers_degeneracy
#print axioms KramersDegeneracy.two_le_finrank_eigenspace
#print axioms KramersDegeneracy.even_operator_elements
#print axioms KramersDegeneracy.odd_operator_elements
```

```
'KramersDegeneracy.kramers_degeneracy' depends on axioms: [propext, Classical.choice, Quot.sound]
'KramersDegeneracy.two_le_finrank_eigenspace' depends on axioms: [propext, Classical.choice, Quot.sound]
'KramersDegeneracy.even_operator_elements' depends on axioms: [propext, Classical.choice, Quot.sound]
'KramersDegeneracy.odd_operator_elements' depends on axioms: [propext, Classical.choice, Quot.sound]
```
